# The terms of two equivalent electrons from the microstate table: p², d² and any shell l

The formal statement has to decide what a microstate of two equivalent electrons is and what it means for a list of terms to account for the microstates. Here a microstate is an unordered pair of distinct spin orbitals, which labels one Slater determinant and builds the exclusion principle into the counting. A term (L, S) is represented only by its footprint: one state at every (M_L, M_S) with |M_L| ≤ L and |M_S| ≤ S. No Hilbert space and no angular momentum operator appears. That the antisymmetric two-electron space splits into multiplets with this footprint is the representation-theoretic input of LS coupling, and it is assumed as the meaning of the definitions and never derived. What is proved is the equality of two tables of integers, and that only one list of terms gives the equality.

The result is the counting step by which the ¹D, ³P and ¹S terms of a p² configuration, as in the ground configuration of carbon, are identified, restricted to two electrons in one shell and silent on energies, on the ordering of the terms and on spin–orbit levels J.

```lean
import Mathlib

open Finset

namespace TwoElectronTerms
```

## The model

A shell with orbital angular momentum l has spin orbitals (m_l, m_s) with −l ≤ m_l ≤ l and m_s = ±1/2. The spin projection is stored doubled, as σ = 2m_s = ±1, so that a spin orbital is a pair of integers.

```lean
/-- The spin orbitals of a shell with orbital angular momentum `l`, written as pairs
`(m_l, 2 m_s)` with `-l ≤ m_l ≤ l` and `2 m_s = ±1`. -/
noncomputable def shell (l : ℕ) : Finset (ℤ × ℤ) :=
  Finset.Icc (-(l : ℤ)) l ×ˢ ({1, -1} : Finset ℤ)
```

The microstate table N(M, T) counts the two-element subsets with total orbital projection M and total spin projection T. Because of the doubling, the spin condition reads

    Σ m_l = M,    Σ σ = 2T.

For two electrons Σ σ is even, so integer T loses nothing. The expression `(shell l).powersetCard 2` is the set of all 2-subsets, and the filter imposes the two sums.

```lean
/-- The number of two-electron microstates (2-subsets of the spin orbitals of the shell)
with total `M_L = M` and total `M_S = T`. -/
noncomputable def microCount (l : ℕ) (M T : ℤ) : ℕ :=
  (((shell l).powersetCard 2).filter
    (fun A => ∑ a ∈ A, a.1 = M ∧ ∑ a ∈ A, a.2 = 2 * T)).card
```

A list of terms is a multiset of pairs of natural numbers, so a term may occur several times and the order is irrelevant. Both L and S are integers; half-integer spin, needed for an odd number of electrons, cannot be expressed. The term table is

    K(M, T) = #{ (L, S) in the list : |M| ≤ L and |T| ≤ S }.

```lean
/-- The number of terms `(L, S)` in a list of terms, counted with multiplicity,
for which `|M| ≤ L` and `|T| ≤ S`. -/
def termCount (terms : Multiset (ℕ × ℕ)) (M T : ℤ) : ℕ :=
  terms.countP (fun t => |M| ≤ (t.1 : ℤ) ∧ |T| ≤ (t.2 : ℤ))
```

The candidate list for the shell l contains each L from 0 to 2l once, as a singlet (S = 0) for even L and as a triplet (S = 1) for odd L.

```lean
/-- The terms `(L, S)` with `L = 0, …, 2l`, each once, with `S = 0` for even `L`
and `S = 1` for odd `L`. -/
def twoElectronTerms (l : ℕ) : Multiset (ℕ × ℕ) :=
  (Multiset.range (2 * l + 1)).map (fun L => (L, L % 2))
```

The shell has (2l + 1) × 2 = 4l + 2 elements, which gives six spin orbitals for l = 1. This lemma checks the model and is not used later.

```lean
/-- A shell with orbital angular momentum `l` has `4l + 2` spin orbitals. -/
theorem shell_card (l : ℕ) : (shell l).card = 4 * l + 2 := by
  have hne : (1 : ℤ) ≠ -1 := by norm_num
  unfold shell
  rw [Finset.card_product, Int.card_Icc, Finset.card_pair hne]
  omega
```

## Exclusion as a subtraction

Let s be a finite set of one-particle states, w an additive quantum number and g any integer-valued function of the total. Each 2-subset {a, b} arises from the two ordered pairs (a, b) and (b, a), and the ordered pairs (a, a) correspond to no 2-subset. Therefore

    2 Σ_{ {a,b} ⊆ s, a ≠ b } g(w(a) + w(b)) = Σ_a Σ_b g(w(a) + w(b)) − Σ_a g(2w(a)).

The Lean proof adds one state x at a time. The new 2-subsets are {x, a} with a in s, so the left side grows by 2 Σ_a g(w(x) + w(a)). This is `key`, which needs the new subsets to be disjoint from the old ones (`hdisj`) and distinct for distinct a (`hinj`). On the right the double sum gains (x, a), (a, x) and (x, x), the last is cancelled by the new diagonal entry, and `hc` identifies the first two by commutativity of addition.

```lean
/-- For an additive quantum number `w` and any function `g` of its total, twice the sum over
2-subsets of one-particle states is the sum over ordered pairs minus the sum over pairs
of equal states. -/
theorem sum_pairs {α β : Type*} [DecidableEq α] [AddCommMonoid β]
    (w : α → β) (g : β → ℤ) (s : Finset α) :
    2 * (∑ A ∈ s.powersetCard 2, g (∑ a ∈ A, w a))
      = (∑ a ∈ s, ∑ b ∈ s, g (w a + w b)) - (∑ a ∈ s, g (w a + w a)) := by
  induction s using Finset.induction_on with
  | empty =>
    have h0 : Finset.powersetCard 2 (∅ : Finset α) = ∅ :=
      Finset.powersetCard_eq_empty.2 (by simp)
    rw [h0]
    simp
  | insert x s hx ih =>
    -- a 2-subset of `insert x s` avoids `x`, or is `{x, a}` with `a ∈ s`
    have hsplit : Finset.powersetCard 2 (insert x s)
        = Finset.powersetCard 2 s ∪ (Finset.powersetCard 1 s).image (insert x) :=
      Finset.powersetCard_succ_insert hx 1
    have h1 : (Finset.powersetCard 1 s).image (insert x)
        = s.image (fun a => ({x, a} : Finset α)) := by
      rw [Finset.powersetCard_one, Finset.map_eq_image, Finset.image_image]
      rfl
    have hdisj : Disjoint (Finset.powersetCard 2 s)
        (s.image (fun a => ({x, a} : Finset α))) := by
      refine Finset.disjoint_left.2 ?_
      intro A hA hB
      obtain ⟨a, _, rfl⟩ := Finset.mem_image.1 hB
      exact hx ((Finset.mem_powersetCard.1 hA).1 (Finset.mem_insert_self _ _))
    have hinj : Set.InjOn (fun a => ({x, a} : Finset α)) (s : Set α) := by
      intro a ha b _ hab
      have hab' : ({x, a} : Finset α) = {x, b} := hab
      have hmem : a ∈ ({x, b} : Finset α) := by
        rw [← hab']
        simp
      simp only [Finset.mem_insert, Finset.mem_singleton] at hmem
      rcases hmem with h | h
      · exact absurd (by rw [← h]; exact Finset.mem_coe.1 ha) hx
      · exact h
    have key : ∑ A ∈ Finset.powersetCard 2 (insert x s), g (∑ a ∈ A, w a)
        = (∑ A ∈ Finset.powersetCard 2 s, g (∑ a ∈ A, w a)) + ∑ a ∈ s, g (w x + w a) := by
      rw [hsplit, h1, Finset.sum_union hdisj, Finset.sum_image hinj]
      congr 1
      refine Finset.sum_congr rfl fun a ha => ?_
      have hne : x ≠ a := fun h => hx (by rw [h]; exact ha)
      show g (∑ c ∈ ({x, a} : Finset α), w c) = g (w x + w a)
      rw [Finset.sum_pair hne]
    have hc : ∑ a ∈ s, g (w a + w x) = ∑ a ∈ s, g (w x + w a) :=
      Finset.sum_congr rfl fun a _ => by rw [add_comm]
    rw [key]
    simp only [Finset.sum_insert hx, Finset.sum_add_distrib]
    linarith [ih, hc]
```

## Orbital counts

Let P(M) be the number of ordered pairs (m, m′) in [−l, l]² with m + m′ = M. The partner of m is M − m, and it lies in the shell when M − l ≤ m ≤ M + l. So m runs over the interval from max(−l, M − l) to min(l, M + l). For M ≥ 0 this is [M − l, l] and for M < 0 it is [−l, M + l]; in both cases

    P(M) = max(0, 2l + 1 − |M|).

In Lean, `hin` collapses the inner sum to the partner, `hset` identifies the interval, and `abs_cases M` supplies the two signs of M for the final arithmetic.

```lean
/-- The number of ordered pairs `(m, m')` of orbital projections in `[-l, l]` with
`m + m' = M` is `max 0 (2l + 1 - |M|)`. -/
theorem orbital_pair_count (l : ℕ) (M : ℤ) :
    (∑ m ∈ Finset.Icc (-(l : ℤ)) l, ∑ m' ∈ Finset.Icc (-(l : ℤ)) l,
        (if m + m' = M then (1 : ℤ) else 0))
      = max 0 (2 * (l : ℤ) + 1 - |M|) := by
  -- the partner of `m` is `M - m`, if it lies in the shell
  have hin : ∀ m : ℤ, (∑ m' ∈ Finset.Icc (-(l : ℤ)) l, (if m + m' = M then (1 : ℤ) else 0))
      = if M - m ∈ Finset.Icc (-(l : ℤ)) l then 1 else 0 := by
    intro m
    have h1 : ∀ m' : ℤ, (if m + m' = M then (1 : ℤ) else 0) = if M - m = m' then 1 else 0 :=
      fun m' => if_congr (by constructor <;> intro h <;> omega) rfl rfl
    simp only [h1]
    exact Finset.sum_ite_eq _ (M - m) (fun _ => (1 : ℤ))
  have hset : (Finset.Icc (-(l : ℤ)) l).filter (fun m => M - m ∈ Finset.Icc (-(l : ℤ)) l)
      = Finset.Icc (max (-(l : ℤ)) (M - l)) (min (l : ℤ) (M + l)) := by
    ext m
    simp only [Finset.mem_filter, Finset.mem_Icc, max_le_iff, le_min_iff]
    constructor <;> intro h <;> omega
  simp only [hin]
  rw [Finset.sum_boole, hset, Int.card_Icc]
  have hM := abs_cases M
  omega
```

On the diagonal, 2m = M has the solution m = M/2 when M is even, and it lies in the shell when |M| ≤ 2l:

    D(M) = 1 if M is even and |M| ≤ 2l,  and 0 otherwise.

The step `h1` rewrites m + m = M as the two conditions `M / 2 = m` and `M % 2 = 0`, after which only one value of m can contribute.

```lean
/-- The number of orbital projections `m` in `[-l, l]` with `m + m = M` is one if `M` is even
and `|M| ≤ 2l`, and zero otherwise. -/
theorem orbital_diagonal_count (l : ℕ) (M : ℤ) :
    (∑ m ∈ Finset.Icc (-(l : ℤ)) l, (if m + m = M then (1 : ℤ) else 0))
      = if M % 2 = 0 ∧ |M| ≤ 2 * (l : ℤ) then 1 else 0 := by
  have h1 : ∀ m : ℤ, (if m + m = M then (1 : ℤ) else 0)
      = if M / 2 = m then (if M % 2 = 0 then (1 : ℤ) else 0) else 0 := by
    intro m
    split_ifs <;> omega
  have h2 : (∑ m ∈ Finset.Icc (-(l : ℤ)) l,
        (if M / 2 = m then (if M % 2 = 0 then (1 : ℤ) else 0) else 0))
      = if M / 2 ∈ Finset.Icc (-(l : ℤ)) l then (if M % 2 = 0 then (1 : ℤ) else 0) else 0 :=
    Finset.sum_ite_eq _ (M / 2) (fun _ => if M % 2 = 0 then (1 : ℤ) else 0)
  rw [Finset.sum_congr rfl (fun m _ => h1 m), h2]
  simp only [Finset.mem_Icc]
  have hM := abs_cases M
  split_ifs <;> omega
```

## The microstate table in closed form

Take w to be the spin orbital itself, as a vector (m_l, σ), and g the indicator of the total being (M, 2T). The condition is a product of an orbital and a spin condition, so both sums on the right of the exclusion identity factor. Among ordered spin pairs, σ + σ′ = 0 has two solutions and σ + σ′ = ±2 has one each. On the diagonal, 2σ = 2T has one solution for T = ±1 and none otherwise. With q(T) = 2, 1, 0 for T = 0, ±1, other, and d(T) = 1 for T = ±1 and 0 otherwise,

    2 N(M, T) = P(M) q(T) − D(M) d(T).

The step `hN` writes the cardinality as a sum of indicators, `hfull` and `hdiag` are the two factorisations, checked by expanding the sums over σ ∈ {1, −1}, and `sum_pairs` closes the goal.

```lean
/-- Closed form of the microstate table: twice the number of microstates is
`max 0 (2l + 1 - |M|)` times `2`, `1`, `0` for `T = 0`, `T = ±1`, other `T`, less one when
`M` is even, `|M| ≤ 2l` and `T = ±1`. -/
theorem two_mul_microCount (l : ℕ) (M T : ℤ) :
    2 * (microCount l M T : ℤ)
      = max 0 (2 * (l : ℤ) + 1 - |M|)
          * (if T = 0 then (2 : ℤ) else if T = 1 ∨ T = -1 then 1 else 0)
        - (if M % 2 = 0 ∧ |M| ≤ 2 * (l : ℤ) then (1 : ℤ) else 0)
          * (if T = 1 ∨ T = -1 then (1 : ℤ) else 0) := by
  have hne : (1 : ℤ) ≠ -1 := by norm_num
  have hN : (microCount l M T : ℤ) = ∑ A ∈ (shell l).powersetCard 2,
      (if (∑ a ∈ A, a).1 = M ∧ (∑ a ∈ A, a).2 = 2 * T then (1 : ℤ) else 0) := by
    unfold microCount
    rw [Finset.card_filter]
    push_cast
    refine Finset.sum_congr rfl fun A _ => ?_
    exact if_congr (by rw [Prod.fst_sum, Prod.snd_sum]) rfl rfl
  -- ordered pairs factor into an orbital and a spin count
  have hfull : (∑ a ∈ shell l, ∑ b ∈ shell l,
        (if a.1 + b.1 = M ∧ a.2 + b.2 = 2 * T then (1 : ℤ) else 0))
      = (∑ m ∈ Finset.Icc (-(l : ℤ)) l, ∑ m' ∈ Finset.Icc (-(l : ℤ)) l,
          (if m + m' = M then (1 : ℤ) else 0))
        * (if T = 0 then (2 : ℤ) else if T = 1 ∨ T = -1 then 1 else 0) := by
    rw [Finset.sum_mul]
    simp only [shell, Finset.sum_product]
    refine Finset.sum_congr rfl fun m _ => ?_
    rw [Finset.sum_comm, Finset.sum_mul]
    refine Finset.sum_congr rfl fun m' _ => ?_
    simp only [Finset.sum_pair hne]
    split_ifs <;> omega
  -- so do the excluded pairs of equal spin orbitals
  have hdiag : (∑ a ∈ shell l, (if a.1 + a.1 = M ∧ a.2 + a.2 = 2 * T then (1 : ℤ) else 0))
      = (∑ m ∈ Finset.Icc (-(l : ℤ)) l, (if m + m = M then (1 : ℤ) else 0))
        * (if T = 1 ∨ T = -1 then (1 : ℤ) else 0) := by
    rw [Finset.sum_mul]
    simp only [shell, Finset.sum_product]
    refine Finset.sum_congr rfl fun m _ => ?_
    simp only [Finset.sum_pair hne]
    split_ifs <;> omega
  rw [← orbital_pair_count l M, ← orbital_diagonal_count l M, ← hfull, ← hdiag, hN]
  exact sum_pairs (fun a : ℤ × ℤ => a)
    (fun c => if c.1 = M ∧ c.2 = 2 * T then (1 : ℤ) else 0) (shell l)
```

The subtraction carries the physics. For p² at (M, T) = (2, 1) it gives 2N = 1 − 1 = 0, since both electrons would need the orbital (1, ↑). For two inequivalent p electrons, where ordered pairs are counted without exclusion, that entry is 1 and a ³D term appears, so the theorem below fails for such a configuration.

## The term table in closed form

Adding a term (L, S) to a list raises K(M, T) by one inside the rectangle |M| ≤ L, |T| ≤ S and leaves it unchanged elsewhere.

```lean
/-- Adding a term `(L, S)` to a list raises the count at `(M, T)` by one if `|M| ≤ L` and
`|T| ≤ S`, and leaves it unchanged otherwise. -/
theorem termCount_cons (L S : ℕ) (terms : Multiset (ℕ × ℕ)) (M T : ℤ) :
    termCount ((L, S) ::ₘ terms) M T
      = termCount terms M T + if |M| ≤ (L : ℤ) ∧ |T| ≤ (S : ℤ) then 1 else 0 := by
  unfold termCount
  exact Multiset.countP_cons ..
```

For the list (L, L mod 2) with L < n, every term reaches T = 0, so K(M, 0) counts the L with |M| ≤ L < n. Only odd L reach T = ±1. There are ⌊k/2⌋ odd numbers below k, so the odd L with |M| ≤ L < n number ⌊n/2⌋ − ⌊|M|/2⌋ when this is positive. Hence

    K(M, 0) = max(0, n − |M|),
    K(M, ±1) = max(0, ⌊n/2⌋ − ⌊|M|/2⌋),
    K(M, T) = 0 for |T| ≥ 2.

The Lean proof is an induction on n that adds the term (n, n mod 2) through `termCount_cons` and checks each case of T and of the signs by integer arithmetic.

```lean
/-- For the terms `(L, L mod 2)` with `L < n`, the count at `(M, T)` is `max 0 (n - |M|)` for
`T = 0`, `max 0 (⌊n/2⌋ - ⌊|M|/2⌋)` for `T = ±1`, and zero otherwise. -/
theorem termCount_parity (n : ℕ) (M T : ℤ) :
    (termCount ((Multiset.range n).map (fun L => (L, L % 2))) M T : ℤ)
      = if T = 0 then max 0 ((n : ℤ) - |M|)
        else if T = 1 ∨ T = -1 then max 0 ((n : ℤ) / 2 - |M| / 2) else 0 := by
  have hM := abs_cases M
  have hT := abs_cases T
  induction n with
  | zero =>
    have h0 : termCount ((Multiset.range 0).map (fun L => (L, L % 2))) M T = 0 := by
      simp [termCount]
    rw [h0]
    split_ifs <;> omega
  | succ n ih =>
    have hr : Multiset.range (n + 1) = n ::ₘ Multiset.range n := Multiset.range_succ n
    rw [hr, Multiset.map_cons, termCount_cons]
    split_ifs at ih ⊢ <;> omega
```

## The two tables agree

Set n = 2l + 1, so that ⌊n/2⌋ = l. For T = 0 the closed form gives 2N = 2P(M), and N = max(0, 2l + 1 − |M|) = K. For T = ±1 and |M| ≤ 2l there are two parities:

    |M| = 2k:      2N = (2l + 1 − 2k) − 1 = 2(l − k),
    |M| = 2k + 1:  2N = 2l + 1 − (2k + 1) = 2(l − k).

In both, N = l − ⌊|M|/2⌋ = K. For |M| > 2l or |T| ≥ 2 both sides vanish. The theorem states N(M, T) = K(M, T) for every natural number l and all integers M and T with no further hypothesis, including the points where the tables are zero. The last line of the proof is this case split.

```lean
/-- For two electrons in a shell `l` and all integers `M`, `T`, the number of microstates with
`M_L = M`, `M_S = T` equals the number of terms `(L, L mod 2)`, `L = 0, …, 2l`, with `|M| ≤ L`
and `|T| ≤ S`. -/
theorem microCount_eq_termCount (l : ℕ) (M T : ℤ) :
    microCount l M T = termCount (twoElectronTerms l) M T := by
  have h := two_mul_microCount l M T
  have ht := termCount_parity (2 * l + 1) M T
  have hM := abs_cases M
  unfold twoElectronTerms
  -- compare the two closed forms
  split_ifs at h ht <;> omega
```

For l = 1 the list is (2, 0), (1, 1), (0, 0), that is ¹D, ³P and ¹S. Read in words, `p2_term_decomposition` says that for all integers M and T the number of 2-subsets of the six p spin orbitals with M_L = M and M_S = T equals the number of these three terms with |M| ≤ L and |T| ≤ S. The closed form gives N = 3, 2, 1 at T = 0 for |M| = 0, 1, 2, and N = 1 at T = ±1 for |M| ≤ 1. These entries add up to 15 = 5 + 9 + 1, a hand check for which no theorem is stated here. The proof evaluates `twoElectronTerms 1` as a multiset and applies the general theorem.

```lean
/-- For `p²` and all integers `M`, `T`, the number of microstates with `M_L = M`, `M_S = T`
equals the number of terms among `(2,0)`, `(1,1)`, `(0,0)` with `|M| ≤ L` and `|T| ≤ S`. -/
theorem p2_term_decomposition (M T : ℤ) :
    microCount 1 M T = termCount {(2, 0), (1, 1), (0, 0)} M T := by
  have h : twoElectronTerms 1 = {(2, 0), (1, 1), (0, 0)} := by decide
  rw [microCount_eq_termCount, h]
```

For l = 2 the same argument gives ¹G, ³F, ¹D, ³P and ¹S for d².

```lean
/-- For `d²` and all integers `M`, `T`, the number of microstates with `M_L = M`, `M_S = T`
equals the number of terms among `(4,0)`, `(3,1)`, `(2,0)`, `(1,1)`, `(0,0)` with `|M| ≤ L`
and `|T| ≤ S`. -/
theorem d2_term_decomposition (M T : ℤ) :
    microCount 2 M T = termCount {(4, 0), (3, 1), (2, 0), (1, 1), (0, 0)} M T := by
  have h : twoElectronTerms 2 = {(4, 0), (3, 1), (2, 0), (1, 1), (0, 0)} := by decide
  rw [microCount_eq_termCount, h]
```

## Uniqueness of the list

A table of this kind determines its list. At a point (L, S) with L, S ≥ 0, a single term (L′, S′) contributes [L ≤ L′][S ≤ S′], where a bracket is 1 if the condition holds and 0 if not. Its mixed second difference factors:

    ([L ≤ L′] − [L + 1 ≤ L′]) ([S ≤ S′] − [S + 1 ≤ S′]) = [L = L′][S = S′].

Summing over the list gives the multiplicity of (L, S) in terms of the term table K, which the docstring below calls N:

    mult(L, S) = K(L, S) − K(L + 1, S) − K(L, S + 1) + K(L + 1, S + 1).

In Lean, `h1` to `h4` remove the absolute values at the four non-negative corners, and the induction adds one term at a time.

```lean
/-- The multiplicity of the term `(L, S)` in any list of terms is the mixed second difference
`N(L,S) - N(L+1,S) - N(L,S+1) + N(L+1,S+1)` of its `(M, T)` table `N`. -/
theorem multiplicity_eq_difference (terms : Multiset (ℕ × ℕ)) (L S : ℕ) :
    (terms.count (L, S) : ℤ)
      = (termCount terms L S : ℤ) - (termCount terms ((L : ℤ) + 1) S : ℤ)
        - (termCount terms L ((S : ℤ) + 1) : ℤ)
        + (termCount terms ((L : ℤ) + 1) ((S : ℤ) + 1) : ℤ) := by
  have h1 : |(L : ℤ)| = L := abs_of_nonneg (by omega)
  have h2 : |(L : ℤ) + 1| = L + 1 := abs_of_nonneg (by omega)
  have h3 : |(S : ℤ)| = S := abs_of_nonneg (by omega)
  have h4 : |(S : ℤ) + 1| = S + 1 := abs_of_nonneg (by omega)
  induction terms using Multiset.induction_on with
  | empty => simp [termCount]
  | cons a s ih =>
    obtain ⟨L', S'⟩ := a
    -- one added term changes the difference only at its own corner
    simp only [termCount_cons, Multiset.count_cons, Prod.mk.injEq, h1, h2, h3, h4]
    split_ifs <;> omega
```

If a list reproduces the microstate table at all (M, T), its term table equals that of `twoElectronTerms l` (`hh`), so every multiplicity agrees and the multisets are equal. The converse direction is `microCount_eq_termCount`. The uniqueness is among finite lists with integer L and S. Agreement at T = 0 alone would not suffice: for l = 0 the list containing only (0, 1) matches the microstate table along T = 0, while the correct list is (0, 0), and the two differ at T = ±1.

```lean
/-- A list of terms with integer `L` and `S` reproduces the two-electron microstate table of
the shell `l` at all `(M, T)` if and only if it is the list `(L, L mod 2)`, `L = 0, …, 2l`. -/
theorem term_decomposition_unique (l : ℕ) (terms : Multiset (ℕ × ℕ)) :
    (∀ M T : ℤ, microCount l M T = termCount terms M T) ↔ terms = twoElectronTerms l := by
  constructor
  · intro h
    have hh : ∀ M T : ℤ, termCount terms M T = termCount (twoElectronTerms l) M T :=
      fun M T => by rw [← h, microCount_eq_termCount]
    apply Multiset.ext'
    rintro ⟨L, S⟩
    have ha := multiplicity_eq_difference terms L S
    have hb := multiplicity_eq_difference (twoElectronTerms l) L S
    simp only [hh] at ha
    omega
  · rintro rfl M T
    exact microCount_eq_termCount l M T

end TwoElectronTerms
```

```lean
#print axioms TwoElectronTerms.microCount_eq_termCount
-- 'TwoElectronTerms.microCount_eq_termCount' depends on axioms: [propext, Classical.choice, Quot.sound]
#print axioms TwoElectronTerms.p2_term_decomposition
-- 'TwoElectronTerms.p2_term_decomposition' depends on axioms: [propext, Classical.choice, Quot.sound]
#print axioms TwoElectronTerms.d2_term_decomposition
-- 'TwoElectronTerms.d2_term_decomposition' depends on axioms: [propext, Classical.choice, Quot.sound]
#print axioms TwoElectronTerms.term_decomposition_unique
-- 'TwoElectronTerms.term_decomposition_unique' depends on axioms: [propext, Classical.choice, Quot.sound]
```
